# The trace tr(P [∂₁P, ∂₂P]) = im/(2E³) for the upper band of a two-dimensional Dirac Hamiltonian

The Hamiltonian is the 2×2 matrix H = xσ₁ + yσ₂ + mσ₃, with real momentum (x, y) and real mass m, and its upper-band projector is P = (1 + H/E)/2, where E = √(x² + y² + m²). The theorem `trace_proj_commutator` states that wherever E > 0, the trace of P times the commutator [∂₁P, ∂₂P] is im/(2E³), where ∂₁ and ∂₂ are the derivatives in x and y. The proof substitutes the explicit derivatives supplied by `hasDerivAt_proj`, replaces 1/E by a single symbol `e`, and expands the matrices into entries. It then means to finish by polynomial algebra, reducing powers of the imaginary unit along the way.

An attempt in Lean 4 with a fault in it:

```lean
import Mathlib

open MeasureTheory Set Filter Matrix
open scoped Real Topology

namespace TraceProjCommutator

noncomputable section

/-- The first Pauli matrix. -/
def σ₁ : Matrix (Fin 2) (Fin 2) ℂ := !![0, 1; 1, 0]

/-- The second Pauli matrix. -/
def σ₂ : Matrix (Fin 2) (Fin 2) ℂ := !![0, -Complex.I; Complex.I, 0]

/-- The third Pauli matrix. -/
def σ₃ : Matrix (Fin 2) (Fin 2) ℂ := !![1, 0; 0, -1]

/-- The Dirac Hamiltonian with mass `m` at momentum `(x, y)`. -/
def ham (m x y : ℝ) : Matrix (Fin 2) (Fin 2) ℂ :=
  (x : ℂ) • σ₁ + (y : ℂ) • σ₂ + (m : ℂ) • σ₃

/-- The relativistic energy `E = √(x² + y² + m²)`. -/
def energy (m x y : ℝ) : ℝ := √(x ^ 2 + y ^ 2 + m ^ 2)

/-- The upper-band projector `P = (1 + H/E)/2`, meaningful where `E > 0`. -/
def proj (m x y : ℝ) : Matrix (Fin 2) (Fin 2) ℂ :=
  (1 / 2 : ℂ) • (1 + (((energy m x y)⁻¹ : ℝ) : ℂ) • ham m x y)

/-- The entrywise derivative of the projector at momentum `(x, y)` in the direction `(a, b)`,
meaningful where `E > 0`. -/
def projDeriv (m x y a b : ℝ) : Matrix (Fin 2) (Fin 2) ℂ :=
  Matrix.of fun i j => deriv (fun t : ℝ => proj m (x + t * a) (y + t * b) i j) 0

/-- The rate of change of `1/E` along a differentiable path in momentum space, at a point
where `E > 0`. -/
theorem hasDerivAt_inv_energy {m a b t : ℝ} {u v : ℝ → ℝ} (hu : HasDerivAt u a t)
    (hv : HasDerivAt v b t) (h : 0 < energy m (u t) (v t)) :
    HasDerivAt (fun s => (energy m (u s) (v s))⁻¹)
      (-(a * u t + b * v t) * (energy m (u t) (v t))⁻¹ ^ 3) t := by
  have hq : HasDerivAt (fun s => u s ^ 2 + v s ^ 2 + m ^ 2) (2 * (a * u t + b * v t)) t :=
    (((hu.fun_pow 2).fun_add (hv.fun_pow 2)).add_const (m ^ 2)).congr_deriv
      (by norm_num; ring)
  have hs : HasDerivAt (fun s => energy m (u s) (v s))
      ((a * u t + b * v t) / energy m (u t) (v t)) t :=
    (hq.sqrt (Real.sqrt_pos.mp h).ne').congr_deriv (mul_div_mul_left _ _ two_ne_zero)
  exact (hs.inv h.ne').congr_deriv (by ring)

/-- Where `E > 0`, the projector is differentiable in every direction `(a, b)`, with derivative
`((a σ₁ + b σ₂)/E - (a x + b y) H/E³)/2`. -/
theorem hasDerivAt_proj {m x y : ℝ} (h : 0 < energy m x y) (a b : ℝ) (i j : Fin 2) :
    HasDerivAt (fun t : ℝ => proj m (x + t * a) (y + t * b) i j)
      (((1 / 2 : ℂ) • ((((energy m x y)⁻¹ : ℝ) : ℂ) • ((a : ℂ) • σ₁ + (b : ℂ) • σ₂)
        - (((a * x + b * y : ℝ) : ℂ) * (((energy m x y)⁻¹ : ℝ) : ℂ) ^ 3) • ham m x y)) i j)
      0 := by
  have line : ∀ c d : ℝ, HasDerivAt (fun t : ℝ => c + t * d) d 0 := fun c d =>
    (((hasDerivAt_id (0 : ℝ)).mul_const d).const_add c).congr_deriv (one_mul d)
  have hH : HasDerivAt (fun t : ℝ => ham m (x + t * a) (y + t * b) i j)
      ((a : ℂ) * σ₁ i j + (b : ℂ) * σ₂ i j) 0 := by
    simp only [ham, Matrix.add_apply, Matrix.smul_apply, smul_eq_mul]
    exact (((line x a).ofReal_comp.mul_const (σ₁ i j)).fun_add
      ((line y b).ofReal_comp.mul_const (σ₂ i j))).add_const _
  have hi := (hasDerivAt_inv_energy (m := m) (line x a) (line y b)
    (by simpa using h)).ofReal_comp
  -- product rule for `H/E`
  have hP := ((hi.fun_mul hH).const_add ((1 : Matrix (Fin 2) (Fin 2) ℂ) i j)).const_mul
    (1 / 2 : ℂ)
  refine HasDerivAt.congr_deriv hP ?_
  simp only [zero_mul, add_zero, Matrix.smul_apply, Matrix.sub_apply, Matrix.add_apply,
    smul_eq_mul]
  push_cast
  ring

/-- Where `E > 0`, the projector satisfies `tr(P [∂₁P, ∂₂P]) = i m/(2E³)`. -/
theorem trace_proj_commutator {m x y : ℝ} (h : 0 < energy m x y) :
    (proj m x y * (projDeriv m x y 1 0 * projDeriv m x y 0 1
      - projDeriv m x y 0 1 * projDeriv m x y 1 0)).trace
      = Complex.I * m / (2 * (energy m x y : ℂ) ^ 3) := by
  have hD := fun a b : ℝ => Matrix.ext fun i j => (hasDerivAt_proj h a b i j).deriv
  have hr : Complex.I * m / (2 * (energy m x y : ℂ) ^ 3)
      = Complex.I * m * (((energy m x y)⁻¹ : ℝ) : ℂ) ^ 3 / 2 := by
    push_cast
    ring
  have hI : Complex.I ^ 3 = -Complex.I := by
    rw [pow_succ, Complex.I_sq]
    ring
  rw [hr, show projDeriv m x y 1 0 = _ from hD 1 0, show projDeriv m x y 0 1 = _ from hD 0 1]
  simp only [proj, ham]
  -- the identity is polynomial in `1/E`
  generalize (((energy m x y)⁻¹ : ℝ) : ℂ) = e
  simp [σ₁, σ₂, σ₃, Matrix.trace_fin_two, Matrix.mul_apply, Fin.sum_univ_two]
  ring_nf
  simp only [Complex.I_sq, hI]
  ring

end

end TraceProjCommutator
```

Lean reports:

```
Main.lean:93:2: error: No goals to be solved
```

Diagnosis. The message "No goals to be solved" falls on `simp only [Complex.I_sq, hI]`, the line after `ring_nf`. By then `ring_nf` has already closed the goal, so `simp only` has nothing to work on and fails.

The attempt expected powers of `Complex.I` to remain, to be reduced by I² = −1 and I³ = −I. The identity doesn't need those rules. In the trace, the terms in which H appears more than once cancel, and what is left is a multiple of tr(H[σ₁, σ₂]). The σ₁ and σ₂ parts of H drop out of that by cyclicity of the trace, so only the mσ₃ part survives, and it is linear in I because σ₂ enters it once. None of these cancellations uses I² = −1. The two sides therefore agree as polynomials even if I is treated as a plain symbol, and `ring_nf` can prove that by itself.

The repair deletes the `simp only` line, which removes the reported error. The final `ring` has to go too, since it would also find no goal. Removing `hI`, which nothing now uses, is mere tidying, and the blank line left in its place has no effect.

As a diff, the version that Lean accepts:

```diff
@@ -82,7 +82,5 @@
     push_cast
     ring
-  have hI : Complex.I ^ 3 = -Complex.I := by
-    rw [pow_succ, Complex.I_sq]
-    ring
+
   rw [hr, show projDeriv m x y 1 0 = _ from hD 1 0, show projDeriv m x y 0 1 = _ from hD 0 1]
   simp only [proj, ham]
@@ -91,6 +89,4 @@
   simp [σ₁, σ₂, σ₃, Matrix.trace_fin_two, Matrix.mul_apply, Fin.sum_univ_two]
   ring_nf
-  simp only [Complex.I_sq, hI]
-  ring
 
 end
```
